# Coulomb cusp condition for a pair function \(r^l g(r)\): a bounded local energy fixes \(g'(0)/g(0)\)

When two charges meet, their Coulomb energy diverges, and the local energy of a trial wavefunction stays finite only if the kinetic term cancels that divergence; "finite" is taken here to mean that \(|E(r)|\le C\) for some constant \(C\) and all sufficiently small separations \(r>0\). The value at \(r=0\) itself plays no role.

Let the charges \(q_1,q_2\) have reduced mass \(\mu>0\) and move in \(d\) dimensions with relative angular momentum \(l\). The radial function is \(u(r)=r^l g(r)\), with \(g\) twice continuously differentiable at 0 and \(g(0)\neq0\), so that \(r^l\) is the full leading power. In units with \(\hbar=1\) and Coulomb energy \(q_1q_2/r\), and with \(k=d-1+2l>0\), the local energy is bounded if and only if

\[
\frac{g'(0)}{g(0)}=\frac{2\mu q_1q_2}{k}.
\]

No eigenvalue equation is assumed: \(g\) is any trial function of this kind. In variational and diffusion Monte Carlo, which average the local energy over sampled configurations, this is the condition usually built into the pair factor, treated here for one isolated pair in a single angular channel. The passage from a many-electron wavefunction to such a pair is left to the reader's physics.

```lean
import Mathlib

open Filter Topology

namespace CoulombCusp

noncomputable section
```

The radial Laplacian, with its centrifugal term, is

\[
\Delta_{d,l}u=u''+\frac{d-1}{r}u'-\frac{l(l+d-2)}{r^2}u .
\]

In the plane, \(l\) stands for the usual \(|m|\).

```lean
/-- The radial Laplacian in `d` dimensions at angular momentum `l`, including the
centrifugal term, for `r ≠ 0`. -/
def radialLaplacian (d l : ℕ) (u : ℝ → ℝ) (r : ℝ) : ℝ :=
  deriv (deriv u) r + ((d : ℝ) - 1) / r * deriv u r
    - (l : ℝ) * ((l : ℝ) + d - 2) / r ^ 2 * u r
```

With \(\hbar=1\) and the Coulomb energy written as \(q_1q_2/r\), the local energy is

\[
E(r)=-\frac{\Delta_{d,l}u}{2\mu u}+\frac{q_1q_2}{r}.
\]

```lean
/-- The local energy `(H u) / u` of two charges `q₁`, `q₂` with reduced mass `μ`, in units
with `ħ = 1`; its domain is `μ ≠ 0`, `r ≠ 0`, `u r ≠ 0`. -/
def localEnergy (μ q₁ q₂ : ℝ) (d l : ℕ) (u : ℝ → ℝ) (r : ℝ) : ℝ :=
  -radialLaplacian d l u r / (2 * μ * u r) + q₁ * q₂ / r
```

The trial function is a power times \(g\). In Lean, \(g\) is defined on the whole real line and is smooth through 0, so a cusp in space appears as a nonzero slope \(g'(0)\), as in \(e^{ar}\).

```lean
/-- The radial pair function `r ^ l * g r`. -/
def pairFunction (l : ℕ) (g : ℝ → ℝ) (r : ℝ) : ℝ := r ^ l * g r
```

Boundedness is expressed with the filter `𝓝[>] 0`, which means "for all small enough \(r>0\)".

```lean
/-- An energy `E r` is bounded at coalescence if it is bounded for all small `r > 0`. -/
def BoundedAtCoalescence (E : ℝ → ℝ) : Prop :=
  ∃ C : ℝ, ∀ᶠ r in 𝓝[>] (0 : ℝ), |E r| ≤ C
```

The calculation uses \(g'\), the derivative of \(g'\), and the continuity of \(g''\). All three follow from the single hypothesis `ContDiffAt ℝ 2 g x`.

```lean
/-- A function that is twice continuously differentiable at a point is differentiable there,
and so is its derivative; its second derivative is continuous there. -/
theorem regularity {g : ℝ → ℝ} {x : ℝ} (h : ContDiffAt ℝ 2 g x) :
    DifferentiableAt ℝ g x ∧ DifferentiableAt ℝ (deriv g) x ∧
      ContinuousAt (deriv (deriv g)) x := by
  have key : ∀ (m n : WithTop ℕ∞) (f : ℝ → ℝ), ContDiffAt ℝ n f x → m + 1 ≤ n →
      ContDiffAt ℝ m (deriv f) x := by
    intro m n f hf hmn
    have h' := (hf.fderiv_right hmn).clm_apply (contDiffAt_const (c := (1 : ℝ)))
    exact h'
  have h1 : ContDiffAt ℝ 1 (deriv g) x := key 1 2 g h one_add_one_eq_two.le
  have h2 : ContDiffAt ℝ 0 (deriv (deriv g)) x := key 0 1 _ h1 (zero_add 1).le
  exact ⟨h.differentiableAt (by norm_num), h1.differentiableAt (by norm_num), h2.continuousAt⟩
```

Differentiating \(u=r^lg\) twice gives

\[
u'=lr^{l-1}g+r^lg',\qquad u''=l(l-1)r^{l-2}g+2lr^{l-1}g'+r^lg''.
\]

In \(\Delta_{d,l}u\) the coefficient of \(r^{l-2}g\) is \(l(l-1)+(d-1)l-l(l+d-2)=0\), and that of \(r^{l-1}g'\) is \(2l+d-1=k\). Hence

\[
\Delta_{d,l}u=r^l\left(g''+\frac{k}{r}g'\right).
\]

The proof establishes the formula for \(u'\) throughout a neighbourhood of \(r\) (`hev`), since it is to be differentiated again. It writes \(lr^{l-1}\) as \(lr^l/r\), which also works at \(l=0\).

```lean
/-- For `r > 0` and `g` twice continuously differentiable at `r`, the radial Laplacian of
`r ^ l * g` is `r ^ l * (g'' + (d - 1 + 2 l) g' / r)`. -/
theorem radialLaplacian_pair {d l : ℕ} {g : ℝ → ℝ} {r : ℝ} (hr : 0 < r)
    (hg : ContDiffAt ℝ 2 g r) :
    radialLaplacian d l (pairFunction l g) r =
      r ^ l * (deriv (deriv g) r + ((d : ℝ) - 1 + 2 * l) / r * deriv g r) := by
  have hpow : ∀ x : ℝ, x ≠ 0 → HasDerivAt (fun y : ℝ => y ^ l) ((l : ℝ) * x ^ l / x) x := by
    intro x hx
    refine (hasDerivAt_pow l x).congr_deriv ?_
    rcases l with _ | n
    · simp
    · rw [Nat.add_sub_cancel, pow_succ]
      field_simp
  -- the first derivative, in a whole neighbourhood of r
  have hev : deriv (pairFunction l g) =ᶠ[𝓝 r]
      fun x => (l : ℝ) * x ^ l / x * g x + x ^ l * deriv g x := by
    filter_upwards [hg.eventually (by simp), lt_mem_nhds hr] with x hx hx0
    have h : HasDerivAt (pairFunction l g)
        ((l : ℝ) * x ^ l / x * g x + x ^ l * deriv g x) x :=
      (hpow x hx0.ne').fun_mul (regularity hx).1.hasDerivAt
    exact h.deriv
  obtain ⟨hd1, hd2, -⟩ := regularity hg
  have hr0 : r ≠ 0 := hr.ne'
  have hp := hpow r hr0
  have h2 := ((((hp.const_mul (l : ℝ)).fun_div (hasDerivAt_id' r) hr0).fun_mul
    hd1.hasDerivAt).fun_add (hp.fun_mul hd2.hasDerivAt))
  have e2 := hev.deriv_eq.trans h2.deriv
  have e1 : deriv (pairFunction l g) r = (l : ℝ) * r ^ l / r * g r + r ^ l * deriv g r :=
    hev.eq_of_nhds
  rw [radialLaplacian, e2, e1]
  simp only [pairFunction]
  generalize r ^ l = p
  field_simp
  ring
```

Dividing by \(u\) gives

\[
2\mu E=-\frac{g''}{g}-\frac{k}{r}\frac{g'}{g}+\frac{2\mu q_1q_2}{r}.
\]

Near the origin,

\[
\frac{g'(r)}{g(r)}=\frac{g'(0)}{g(0)}+r\left[\frac{g''(0)}{g(0)}-\left(\frac{g'(0)}{g(0)}\right)^2\right]+o(r).
\]

With \(c=2\mu q_1q_2-k\,g'(0)/g(0)\), it follows that

\[
2\mu E-\frac{c}{r}\;\longrightarrow\; k\left(\frac{g'(0)}{g(0)}\right)^2-(k+1)\frac{g''(0)}{g(0)} .
\]

In Lean, `hs` is the limit of the difference quotient of \(g'/g\), and `hq` is the limit of \(g''/g\). The final `field_simp` and `ring` identify their combination with \(2\mu E-c/r\).

```lean
/-- For `μ > 0`, `g` twice continuously differentiable at `0` and `g 0 ≠ 0`, the local energy
times `2 μ` is a `1 / r` term with an explicit coefficient plus a part with a finite limit. -/
theorem localEnergy_expansion {μ q₁ q₂ : ℝ} {d l : ℕ} {g : ℝ → ℝ} (hμ : 0 < μ)
    (hg : ContDiffAt ℝ 2 g 0) (h0 : g 0 ≠ 0) :
    Tendsto (fun r => 2 * μ * localEnergy μ q₁ q₂ d l (pairFunction l g) r
        - (2 * μ * (q₁ * q₂) - ((d : ℝ) - 1 + 2 * l) * (deriv g 0 / g 0)) / r)
      (𝓝[>] 0)
      (𝓝 (((d : ℝ) - 1 + 2 * l) * (deriv g 0 / g 0) ^ 2
        - ((d : ℝ) + 2 * l) * (deriv (deriv g) 0 / g 0))) := by
  obtain ⟨hd1, hd2, hc⟩ := regularity hg
  -- the logarithmic derivative has a finite slope at the origin
  have hf := hd2.hasDerivAt.fun_div hd1.hasDerivAt h0
  have hs := (hasDerivAt_iff_tendsto_slope.mp hf).mono_left
    (nhdsWithin_mono (0 : ℝ) (fun x (hx : x ∈ Set.Ioi (0 : ℝ)) => (Set.mem_Ioi.mp hx).ne'))
  have hq : Tendsto (fun r => deriv (deriv g) r / g r) (𝓝[>] 0)
      (𝓝 (deriv (deriv g) 0 / g 0)) :=
    (hc.tendsto.div hd1.continuousAt.tendsto h0).mono_left nhdsWithin_le_nhds
  have T := (hq.add (hs.const_mul ((d : ℝ) - 1 + 2 * l))).neg
  have hlim : ((d : ℝ) - 1 + 2 * l) * (deriv g 0 / g 0) ^ 2
        - ((d : ℝ) + 2 * l) * (deriv (deriv g) 0 / g 0) =
      -(deriv (deriv g) 0 / g 0 + ((d : ℝ) - 1 + 2 * l) *
        ((deriv (deriv g) 0 * g 0 - deriv g 0 * deriv g 0) / g 0 ^ 2)) := by
    field_simp
    ring
  rw [hlim]
  refine T.congr' ?_
  filter_upwards [self_mem_nhdsWithin,
    (hg.eventually (by simp)).filter_mono nhdsWithin_le_nhds,
    (hd1.continuousAt.eventually_ne h0).filter_mono nhdsWithin_le_nhds] with r hr hgr hgr0
  have hr' : 0 < r := hr
  have hp : r ^ l ≠ 0 := pow_ne_zero l hr'.ne'
  rw [localEnergy, radialLaplacian_pair hr' hgr]
  simp only [pairFunction, slope_def_field, sub_zero]
  generalize r ^ l = p at hp ⊢
  field_simp
  ring
```

Call this limit \(A\). If \(|E|\le C\), then \(|rE|\le rC\to0\), and

\[
c=2\mu\,rE-r\left(2\mu E-\frac{c}{r}\right)\longrightarrow0 .
\]

A constant that tends to zero is zero, so \(c=0\). Conversely, if \(c=0\), then \(2\mu E\to A\), and \(|E|\le(|A|+1)/(2\mu)\) for small \(r\). Since \(k>0\), \(c=0\) is the stated slope. The condition \(k>0\) excludes the even channel in one dimension, where the kinetic energy has no \(g'/r\) term.

```lean
/-- Cusp condition: for `μ > 0`, `d - 1 + 2 l > 0`, `g` twice continuously differentiable at
`0` and `g 0 ≠ 0`, the local energy of `r ^ l * g` is bounded at coalescence if and only if
`g'(0) / g(0) = 2 μ q₁ q₂ / (d - 1 + 2 l)`. -/
theorem cusp_condition {μ q₁ q₂ : ℝ} {d l : ℕ} {g : ℝ → ℝ} (hμ : 0 < μ)
    (hk : 0 < (d : ℝ) - 1 + 2 * l) (hg : ContDiffAt ℝ 2 g 0) (h0 : g 0 ≠ 0) :
    BoundedAtCoalescence (localEnergy μ q₁ q₂ d l (pairFunction l g)) ↔
      deriv g 0 / g 0 = 2 * μ * (q₁ * q₂) / ((d : ℝ) - 1 + 2 * l) := by
  obtain ⟨A, T⟩ : ∃ A, Tendsto (fun r => 2 * μ * localEnergy μ q₁ q₂ d l (pairFunction l g) r
      - (2 * μ * (q₁ * q₂) - ((d : ℝ) - 1 + 2 * l) * (deriv g 0 / g 0)) / r)
      (𝓝[>] 0) (𝓝 A) := ⟨_, localEnergy_expansion hμ hg h0⟩
  rw [eq_div_iff hk.ne']
  constructor
  · rintro ⟨C, hC⟩
    have hid : Tendsto (fun r : ℝ => r) (𝓝[>] 0) (𝓝 0) :=
      tendsto_id.mono_left nhdsWithin_le_nhds
    -- a bounded energy times r vanishes at coalescence
    have hE : Tendsto (fun r => r * localEnergy μ q₁ q₂ d l (pairFunction l g) r)
        (𝓝[>] 0) (𝓝 0) := by
      refine squeeze_zero_norm' (a := fun r => r * C) ?_ (by simpa using hid.mul_const C)
      filter_upwards [hC, self_mem_nhdsWithin] with r h hr
      have hr' : 0 < r := hr
      rw [Real.norm_eq_abs, abs_mul, abs_of_pos hr']
      exact mul_le_mul_of_nonneg_left h hr'.le
    have h := (hE.const_mul (2 * μ)).sub (hid.mul T)
    rw [mul_zero, zero_mul, sub_zero] at h
    have hL : Tendsto (fun _ : ℝ => 2 * μ * (q₁ * q₂)
        - ((d : ℝ) - 1 + 2 * l) * (deriv g 0 / g 0)) (𝓝[>] 0) (𝓝 0) := by
      refine h.congr' ?_
      filter_upwards [self_mem_nhdsWithin] with r hr
      have hr0 : r ≠ 0 := (Set.mem_Ioi.mp hr).ne'
      have e : ∀ c : ℝ, r * (c / r) = c := fun c => by field_simp
      linear_combination e (2 * μ * (q₁ * q₂) - ((d : ℝ) - 1 + 2 * l) * (deriv g 0 / g 0))
    have hzero := tendsto_nhds_unique hL tendsto_const_nhds
    linear_combination hzero
  · intro h
    have hc : 2 * μ * (q₁ * q₂) - ((d : ℝ) - 1 + 2 * l) * (deriv g 0 / g 0) = 0 := by
      linear_combination -h
    -- without the 1 / r term the energy converges
    rw [hc] at T
    simp only [zero_div, sub_zero] at T
    have hm : 0 < 2 * μ := by positivity
    refine ⟨(|A| + 1) / (2 * μ), ?_⟩
    filter_upwards [T.abs.eventually_lt_const (lt_add_one |A|)] with r hr
    rw [abs_mul, abs_of_pos hm] at hr
    rw [le_div_iff₀ hm]
    linarith
```

Two electrons in atomic units have \(\mu=1/2\) and \(q_1q_2=1\), so the slope is \(1/k\). In the plane, still with the \(1/r\) interaction, \(k=1\) for \(l=0\) and \(k=3\) for \(l=1\), which gives \(1\) and \(1/3\).

```lean
/-- Two electrons in the plane, in atomic units: for `g` twice continuously differentiable at
`0` with `g 0 ≠ 0`, a bounded local energy means `g'(0) / g(0) = 1` at `l = 0` and `1 / 3` at
`l = 1`. -/
theorem planar_electrons {g : ℝ → ℝ} (hg : ContDiffAt ℝ 2 g 0) (h0 : g 0 ≠ 0) :
    (BoundedAtCoalescence (localEnergy (1 / 2) (-1) (-1) 2 0 (pairFunction 0 g)) ↔
      deriv g 0 / g 0 = 1) ∧
    (BoundedAtCoalescence (localEnergy (1 / 2) (-1) (-1) 2 1 (pairFunction 1 g)) ↔
      deriv g 0 / g 0 = 1 / 3) := by
  constructor
  · refine (cusp_condition (by norm_num) (by norm_num) hg h0).trans ?_
    norm_num
  · refine (cusp_condition (by norm_num) (by norm_num) hg h0).trans ?_
    norm_num
```

For an electron and a positron in three dimensions at \(l=0\), \(q_1q_2=-1\) and \(k=2\), which gives \(-1/2\).

```lean
/-- An electron and a positron in three dimensions at `l = 0`, in atomic units: for `g` twice
continuously differentiable at `0` with `g 0 ≠ 0`, a bounded local energy means
`g'(0) / g(0) = -1 / 2`. -/
theorem electron_positron {g : ℝ → ℝ} (hg : ContDiffAt ℝ 2 g 0) (h0 : g 0 ≠ 0) :
    BoundedAtCoalescence (localEnergy (1 / 2) (-1) 1 3 0 (pairFunction 0 g)) ↔
      deriv g 0 / g 0 = -1 / 2 := by
  refine (cusp_condition (by norm_num) (by norm_num) hg h0).trans ?_
  norm_num
```

For \(g=e^{ar}\) we have \(g'=ag\) and \(g''=a^2g\). If \(ak=2\mu q_1q_2\), the \(1/r\) terms cancel at every \(r>0\):

\[
E=-\frac{a^2}{2\mu}-\frac{ak}{2\mu r}+\frac{q_1q_2}{r}=-\frac{a^2}{2\mu}.
\]

For the electron-positron pair above, \(a=-1/2\) and \(E=-1/4\) hartree. For repulsion \(a>0\), and the function grows with \(r\), so it does not describe a bound state.

```lean
/-- For `μ > 0` and `a (d - 1 + 2 l) = 2 μ q₁ q₂`, the pair function `r ^ l * exp (a r)` has
the constant local energy `-a ^ 2 / (2 μ)` at every `r > 0`. -/
theorem exponential_localEnergy {μ q₁ q₂ a r : ℝ} {d l : ℕ} (hμ : 0 < μ) (hr : 0 < r)
    (ha : a * ((d : ℝ) - 1 + 2 * l) = 2 * μ * (q₁ * q₂)) :
    localEnergy μ q₁ q₂ d l (pairFunction l (fun x => Real.exp (a * x))) r =
      -a ^ 2 / (2 * μ) := by
  have hexp : ∀ x : ℝ, HasDerivAt (fun y => Real.exp (a * y)) (a * Real.exp (a * x)) x := by
    intro x
    exact (((hasDerivAt_id' x).const_mul a).exp).congr_deriv (by ring)
  have e1 : deriv (fun y => Real.exp (a * y)) = fun x => a * Real.exp (a * x) :=
    funext fun x => (hexp x).deriv
  have e2 : deriv (fun x => a * Real.exp (a * x)) r = a * (a * Real.exp (a * r)) :=
    ((hexp r).const_mul a).deriv
  have hcd : ContDiffAt ℝ 2 (fun x => Real.exp (a * x)) r :=
    (Real.contDiff_exp.comp (contDiff_const.mul contDiff_id)).contDiffAt
  have hQ : q₁ * q₂ = a * ((d : ℝ) - 1 + 2 * l) / (2 * μ) := by
    rw [eq_div_iff (by positivity)]
    linear_combination -ha
  have hp : r ^ l ≠ 0 := pow_ne_zero l hr.ne'
  have hE : Real.exp (a * r) ≠ 0 := Real.exp_ne_zero _
  rw [localEnergy, radialLaplacian_pair hr hcd, e1, e2, hQ]
  simp only [pairFunction]
  generalize Real.exp (a * r) = E at hE ⊢
  generalize r ^ l = p at hp ⊢
  field_simp
  ring

end

end CoulombCusp
```

```lean
#print axioms CoulombCusp.cusp_condition
#print axioms CoulombCusp.planar_electrons
#print axioms CoulombCusp.electron_positron
#print axioms CoulombCusp.exponential_localEnergy
```

```
'CoulombCusp.cusp_condition' depends on axioms: [propext, Classical.choice, Quot.sound]
'CoulombCusp.planar_electrons' depends on axioms: [propext, Classical.choice, Quot.sound]
'CoulombCusp.electron_positron' depends on axioms: [propext, Classical.choice, Quot.sound]
'CoulombCusp.exponential_localEnergy' depends on axioms: [propext, Classical.choice, Quot.sound]
```
